# Unique induced dipole and core-polarization energy of a core with positive polarizability in a fixed field

A polarizable ionic core can be described at several levels, and the statement below fixes one of them at the outset. The core is reduced to a single dipole vector $p$, and the valence electrons and the other cores enter only through the field vectors that they produce at its position. These vectors are given data. They are not computed from positions and they do not respond to $p$. The core itself is characterised by one real number, its polarizability $a$, so the response is static, linear and isotropic. With that choice the problem is the minimization of a quadratic function on a vector space, and for $a>0$ it has the unique solution $p=af$, where $f$ is the total field.

A frozen-core pseudopotential keeps the core fixed, so the core does not polarize as the valence electrons move. The minimum found here has the form of the core-polarization term that can be added to a valence Hamiltonian, within a model of classical point dipoles that follow each electron configuration instantly and do not couple to one another.

## Fields and dipoles as vectors

```lean
import Mathlib

open scoped InnerProductSpace

namespace CorePolarization

noncomputable section

variable {V : Type*} [NormedAddCommGroup V] [InnerProductSpace ℝ V] {ι κ : Type*}
```

The `variable` line declares what everything below is about. `V` is a real vector space with an inner product and the norm that belongs to it, which is the content of the two bracketed assumptions. Lean writes the inner product $\langle x,y\rangle$ as `⟪x, y⟫_ℝ` and the norm as `‖x‖`, with $\|x\|^2=\langle x,x\rangle$. Ordinary space $\mathbb{R}^3$ is the physical case, but no dimension is assumed. The types `ι` and `κ` supply labels for electrons and for cores.

```lean
/-- Energy of a core of polarizability `a` carrying the dipole `p` in the field `f`:
the cost `‖p‖²/(2a)` of creating the dipole minus its coupling `⟨p, f⟩` to the field. -/
def polEnergy (a : ℝ) (f p : V) : ℝ :=
  ‖p‖ ^ 2 / (2 * a) - ⟪p, f⟫_ℝ
```

A `def` introduces a name. This one reads

$$E(p)=\frac{\|p\|^2}{2a}-\langle p,f\rangle .$$

The second term is the energy of a dipole $p$ in a field $f$. The first is the internal cost of distorting the core, and its form is postulated: it stands for the leading term in the core's energy as a function of its dipole moment, with stiffness $1/a$. The condition $a>0$ used later says that the undistorted core is a minimum of its own energy. At $a=0$ Lean reads the quotient as zero, so `polEnergy` loses its physical meaning there, and every theorem about it has a hypothesis that excludes this value.

```lean
/-- Total field at the core: the contributions `e i` of the electrons `i ∈ s` minus the
contributions `g c` of the cores `c ∈ t`. -/
def totalField (s : Finset ι) (t : Finset κ) (e : ι → V) (g : κ → V) : V :=
  ∑ i ∈ s, e i - ∑ c ∈ t, g c
```

A `Finset` is a finite set of labels, so `s` is the set of electrons and `t` the set of cores that act on the polarizable one. The functions `e` and `g` attach a vector to each label, and

$$f=\sum_{i\in s}e_i-\sum_{c\in t}g_c .$$

The minus sign is a convention, and it makes $g_c$ the negative of the field of core $c$. In atomic units, with the polarizable core at the origin, an electron at $r_i$ produces the field $e_i=r_i/|r_i|^3$, and a core of charge $Z_c$ at $R_c$ produces $-g_c$ with $g_c=Z_cR_c/|R_c|^3$. Since `e` and `g` are arbitrary, these forms, with or without a short-range cutoff factor, are special cases.

```lean
/-- Core-polarization energy, written with electron-electron, electron-core and
core-core double sums. -/
def cppEnergy (a : ℝ) (s : Finset ι) (t : Finset κ) (e : ι → V) (g : κ → V) : ℝ :=
  -(a / 2) * (∑ i ∈ s, ∑ j ∈ s, ⟪e i, e j⟫_ℝ - 2 * ∑ i ∈ s, ∑ c ∈ t, ⟪e i, g c⟫_ℝ
    + ∑ c ∈ t, ∑ d ∈ t, ⟪g c, g d⟫_ℝ)
```

In ordinary notation,

$$E_{\mathrm{cpp}}=-\frac a2\Big(\sum_{i,j\in s}\langle e_i,e_j\rangle-2\sum_{i\in s}\sum_{c\in t}\langle e_i,g_c\rangle+\sum_{c,d\in t}\langle g_c,g_d\rangle\Big).$$

The double sums run over all ordered pairs, the diagonal terms $i=j$ and $c=d$ included. So far this is only a formula with a name, and no minimum is involved in its definition.

## Bilinearity and the completed square

```lean
/-- The inner product of two finite sums of fields is the double sum of the pairwise
inner products. -/
theorem inner_sum_sum {α β : Type*} (s : Finset α) (t : Finset β) (u : α → V) (v : β → V) :
    ⟪∑ i ∈ s, u i, ∑ j ∈ t, v j⟫_ℝ = ∑ i ∈ s, ∑ j ∈ t, ⟪u i, v j⟫_ℝ := by
  rw [sum_inner]
  exact Finset.sum_congr rfl fun i _ => by rw [inner_sum]
```

A `theorem` lists its data and hypotheses before the colon, states the claim after it, and gives the proof after `:= by`. For vectors $u_i$ and $v_j$ indexed by two finite sets, the claim is

$$\Big\langle\sum_{i\in s}u_i,\sum_{j\in t}v_j\Big\rangle=\sum_{i\in s}\sum_{j\in t}\langle u_i,v_j\rangle .$$

By hand one uses linearity in the first slot to obtain $\sum_i\langle u_i,\sum_j v_j\rangle$ and then linearity in the second slot in each term. The tactic `rw` rewrites the goal with a known equation: `sum_inner` is the first step, and `inner_sum`, applied term by term through `Finset.sum_congr`, is the second.

```lean
/-- Completing the square: the dipole energy is `‖p - a f‖²/(2a) - (a/2)‖f‖²`. -/
theorem complete_square {a : ℝ} (ha : a ≠ 0) (f p : V) :
    polEnergy a f p = ‖p - a • f‖ ^ 2 / (2 * a) - a / 2 * ‖f‖ ^ 2 := by
  unfold polEnergy
  rw [norm_sub_sq_real, real_inner_smul_right, norm_smul, mul_pow, Real.norm_eq_abs, sq_abs]
  field_simp
  ring
```

The expression `a • f` is the scalar multiple $af$, and `(ha : a ≠ 0)` is a hypothesis named `ha`. The claim is

$$E(p)=\frac{\|p-af\|^2}{2a}-\frac a2\|f\|^2 .$$

To see it, expand the square,

$$\|p-af\|^2=\|p\|^2-2\langle p,af\rangle+\|af\|^2=\|p\|^2-2a\langle p,f\rangle+a^2\|f\|^2 ,$$

and divide by $2a$, which gives $\|p\|^2/(2a)-\langle p,f\rangle+(a/2)\|f\|^2$. Subtracting $(a/2)\|f\|^2$ leaves $E(p)$. In the proof, `norm_sub_sq_real` is the expansion, `real_inner_smul_right` pulls $a$ out of the inner product, and the rewrites from `norm_smul` to `sq_abs` turn $\|af\|^2$ into $|a|^2\|f\|^2=a^2\|f\|^2$. Then `field_simp` clears the denominator, which needs $a\neq0$, and `ring` verifies the remaining polynomial identity. The sign of $a$ plays no part yet.

## The minimum in an arbitrary field

```lean
/-- For positive polarizability and any field `f`, the dipole energy is at least
`-(a/2)‖f‖²`, with equality exactly for the dipole `p = a f`. -/
theorem polEnergy_min {a : ℝ} (ha : 0 < a) (f p : V) :
    -(a / 2) * ‖f‖ ^ 2 ≤ polEnergy a f p ∧
      (polEnergy a f p = -(a / 2) * ‖f‖ ^ 2 ↔ p = a • f) := by
  rw [complete_square ha.ne']
  have h2 : 0 < 2 * a := by linarith
  refine ⟨?_, ?_, ?_⟩
  · have := div_nonneg (sq_nonneg ‖p - a • f‖) h2.le
    linarith
  · -- equality forces the completed square to vanish
    intro h
    have h0 : ‖p - a • f‖ ^ 2 / (2 * a) = 0 := by linarith
    rcases div_eq_zero_iff.1 h0 with h1 | h1
    · exact sub_eq_zero.1 (norm_eq_zero.1 ((pow_eq_zero_iff two_ne_zero).1 h1))
    · exact absurd h1 h2.ne'
  · intro h
    rw [h, sub_self, norm_zero]
    ring
```

The symbols `∧` and `↔` mean "and" and "if and only if". For $a>0$ and any $f$ and $p$,

$$E(p)\ge-\frac a2\|f\|^2,\qquad E(p)=-\frac a2\|f\|^2\iff p=af .$$

The argument starts from the completed square. For $a>0$ the term $\|p-af\|^2/(2a)$ is nonnegative, which gives the bound. If equality holds, that term is zero, and since $2a\neq0$ the numerator is zero, so $\|p-af\|=0$ and $p=af$. Conversely, inserting $p=af$ removes the term. The line `refine ⟨?_, ?_, ?_⟩` splits the goal into these three tasks, each opened by a dot. In the first, `div_nonneg` gives the sign of the quotient and `linarith`, which combines linear equations and inequalities, concludes. In the second, `div_eq_zero_iff` offers two cases, vanishing numerator or vanishing denominator, and the latter contradicts `h2`. The third is the substitution.

The direction from right to left shows that the bound is attained, and the direction from left to right shows that no other dipole attains it. At the minimum the distortion costs $+(a/2)\|f\|^2$ and the coupling gains $-a\|f\|^2$, which accounts for the factor one half.

The same argument reaches an anisotropic core. For a symmetric positive definite polarizability matrix $A$ on $\mathbb{R}^3$, the energy $\tfrac12\langle p,A^{-1}p\rangle-\langle p,f\rangle$ equals $\tfrac12\langle p-Af,A^{-1}(p-Af)\rangle-\tfrac12\langle f,Af\rangle$, so the minimizer is $Af$. The theorems shown here treat scalar $a$ only, and this tensor version, like the explicit Coulomb forms of the fields, is a side remark that the code does not contain.

## The field of electrons and cores

```lean
/-- The core-polarization energy equals `-(a/2)` times the squared norm of the total field. -/
theorem cppEnergy_eq (a : ℝ) (s : Finset ι) (t : Finset κ) (e : ι → V) (g : κ → V) :
    cppEnergy a s t e g = -(a / 2) * ‖totalField s t e g‖ ^ 2 := by
  unfold cppEnergy totalField
  rw [norm_sub_sq_real, ← real_inner_self_eq_norm_sq, ← real_inner_self_eq_norm_sq]
  simp only [inner_sum_sum]
```

The claim is $E_{\mathrm{cpp}}=-(a/2)\|f\|^2$ with $f$ the total field, for every real $a$, since nothing is divided by $a$. Write $S=\sum_{i\in s}e_i$ and $G=\sum_{c\in t}g_c$, so that $f=S-G$. Then

$$\|f\|^2=\langle S,S\rangle-2\langle S,G\rangle+\langle G,G\rangle ,$$

and bilinearity turns the three inner products into the three double sums of the definition. The proof follows this order: `unfold` replaces the names by their definitions, `norm_sub_sq_real` expands, the two backward rewrites marked `←` turn $\|S\|^2$ and $\|G\|^2$ into inner products, and `simp only [inner_sum_sum]` applies the double-sum identity wherever it fits.

```lean
/-- For positive polarizability, the dipole energy in the field of the electrons and cores
is bounded below by the core-polarization energy, and it reaches this value exactly for the
induced dipole `p = a f`. -/
theorem core_polarization {a : ℝ} (ha : 0 < a) (s : Finset ι) (t : Finset κ)
    (e : ι → V) (g : κ → V) :
    (∀ p : V, cppEnergy a s t e g ≤ polEnergy a (totalField s t e g) p) ∧
      ∀ p : V, polEnergy a (totalField s t e g) p = cppEnergy a s t e g ↔
        p = a • totalField s t e g := by
  rw [cppEnergy_eq]
  exact ⟨fun p => (polEnergy_min ha _ p).1, fun p => (polEnergy_min ha _ p).2⟩
```

This is the main theorem. The symbol `∀` means "for all". For $a>0$, any finite sets of electrons and cores and any vectors $e_i$, $g_c$, with $f=\sum_i e_i-\sum_c g_c$,

$$E_{\mathrm{cpp}}\le E(p)\ \text{ for every } p,\qquad E(p)=E_{\mathrm{cpp}}\iff p=af .$$

So the double-sum expression is the minimum of the dipole energy and $af$ is its only minimizer. The proof rewrites $E_{\mathrm{cpp}}$ as $-(a/2)\|f\|^2$ and quotes the two halves of `polEnergy_min`, selected by `.1` and `.2`. The theorem concerns one fixed configuration of fields. It contains no wavefunction and no expectation value, and it leaves aside frequency-dependent response, higher multipoles, nonlinear response and exchange between core and valence electrons.

```lean
/-- For positive polarizability the core-polarization energy is never positive, and it
vanishes exactly when the total field vanishes. -/
theorem cppEnergy_nonpos {a : ℝ} (ha : 0 < a) (s : Finset ι) (t : Finset κ)
    (e : ι → V) (g : κ → V) :
    cppEnergy a s t e g ≤ 0 ∧ (cppEnergy a s t e g = 0 ↔ totalField s t e g = 0) := by
  rw [cppEnergy_eq]
  refine ⟨?_, ?_, ?_⟩
  · have := mul_nonneg ha.le (sq_nonneg ‖totalField s t e g‖)
    linarith
  · intro h
    rcases mul_eq_zero.1 h with h1 | h1
    · exfalso
      linarith
    · exact norm_eq_zero.1 ((pow_eq_zero_iff two_ne_zero).1 h1)
  · intro h
    rw [h, norm_zero]
    ring
```

For $a>0$ one has $E_{\mathrm{cpp}}\le0$, and $E_{\mathrm{cpp}}=0$ exactly when $f=0$. After the rewrite the quantity is $-(a/2)\|f\|^2$. The product $a\|f\|^2$ is nonnegative, which is `mul_nonneg`, and this gives the sign. If the product $-(a/2)\|f\|^2$ vanishes, one factor vanishes by `mul_eq_zero`, the first cannot because $a>0$, and so $\|f\|=0$. The minimum lies at or below the energy $E(0)=0$ of the unpolarized core, and strictly below it unless the individual fields cancel.

## One-electron, two-electron and core terms

```lean
/-- The core-polarization energy is a sum of one-electron terms, a sum over ordered pairs
of distinct electrons, and a term containing only the summed core field. -/
theorem cppEnergy_split [DecidableEq ι] (a : ℝ) (s : Finset ι) (t : Finset κ)
    (e : ι → V) (g : κ → V) :
    cppEnergy a s t e g =
      ∑ i ∈ s, (-(a / 2) * ‖e i‖ ^ 2 + a * ⟪e i, ∑ c ∈ t, g c⟫_ℝ)
        - a / 2 * ∑ i ∈ s, ∑ j ∈ s.erase i, ⟪e i, e j⟫_ℝ
        - a / 2 * ‖∑ c ∈ t, g c‖ ^ 2 := by
  -- separate the diagonal of the electron-electron sum
  have h1 : ∑ i ∈ s, ∑ j ∈ s, ⟪e i, e j⟫_ℝ =
      ∑ i ∈ s, ‖e i‖ ^ 2 + ∑ i ∈ s, ∑ j ∈ s.erase i, ⟪e i, e j⟫_ℝ := by
    rw [← Finset.sum_add_distrib]
    refine Finset.sum_congr rfl fun i hi => ?_
    rw [← real_inner_self_eq_norm_sq]
    exact (Finset.add_sum_erase s (fun j => ⟪e i, e j⟫_ℝ) hi).symm
  have h2 : ∑ i ∈ s, ⟪e i, ∑ c ∈ t, g c⟫_ℝ = ∑ i ∈ s, ∑ c ∈ t, ⟪e i, g c⟫_ℝ :=
    Finset.sum_congr rfl fun i _ => by rw [inner_sum]
  have h3 : ‖∑ c ∈ t, g c‖ ^ 2 = ∑ c ∈ t, ∑ d ∈ t, ⟪g c, g d⟫_ℝ := by
    rw [← real_inner_self_eq_norm_sq, inner_sum_sum]
  rw [Finset.sum_add_distrib, ← Finset.mul_sum, ← Finset.mul_sum]
  unfold cppEnergy
  rw [h1, h2, h3]
  ring
```

The set `s.erase i` is $s$ with the label $i$ removed. With $G=\sum_{c\in t}g_c$ as before, and for every real $a$,

$$E_{\mathrm{cpp}}=\sum_{i\in s}\Big(-\frac a2\|e_i\|^2+a\langle e_i,G\rangle\Big)-\frac a2\sum_{i\in s}\sum_{j\in s,\,j\neq i}\langle e_i,e_j\rangle-\frac a2\|G\|^2 .$$

Three steps give it, and each is an intermediate statement introduced by `have`. First the diagonal is separated, $\sum_{i,j}\langle e_i,e_j\rangle=\sum_i\|e_i\|^2+\sum_i\sum_{j\neq i}\langle e_i,e_j\rangle$, which `h1` obtains from `Finset.add_sum_erase` for each $i$. Second, $\sum_i\langle e_i,G\rangle=\sum_{i,c}\langle e_i,g_c\rangle$, recorded as `h2`. Third, $\|G\|^2=\sum_{c,d}\langle g_c,g_d\rangle$, recorded as `h3`. Multiplying out $-(a/2)$ gives $-(a/2)\cdot(-2)=+a$ for the mixed term, and `ring` collects the rest.

The first sum depends on one electron at a time. The second runs over ordered pairs, so each unordered pair $\{i,j\}$ contributes $-a\langle e_i,e_j\rangle$, which for $a>0$ is negative when the two fields make an acute angle and positive when they make an obtuse one. The last term involves no electron.

The smallest cases are allowed by the statement. With both sets empty all sums vanish and the energy is zero. With one electron, labelled $1$, and no other core, $G=0$ and `s.erase i` is empty, so $E_{\mathrm{cpp}}=-(a/2)\|e_1\|^2$. Inserting the bare Coulomb field of an electron at distance $r$, for which $\|e_1\|=1/r^2$, gives $-a/(2r^4)$. For $a>0$ this diverges to $-\infty$ as $r\to0$, where the point-dipole picture no longer holds, so the field has to be damped at short range before the term enters a valence Hamiltonian. As $a\to0$ the induced dipole $af$ and the energy both go to zero linearly, which is the frozen-core limit.

## Several independent cores

```lean
/-- Each core `l ∈ t`, of positive polarizability `a l`, sits in the field of the electrons
and of the other cores. The sum of the dipole energies is at least the sum of the
core-polarization energies, with equality exactly when every dipole is `a l` times its field. -/
theorem many_cores [DecidableEq κ] (s : Finset ι) (t : Finset κ) (a : κ → ℝ)
    (ha : ∀ l ∈ t, 0 < a l) (e : κ → ι → V) (g : κ → κ → V) (p : κ → V) :
    ∑ l ∈ t, cppEnergy (a l) s (t.erase l) (e l) (g l) ≤
        ∑ l ∈ t, polEnergy (a l) (totalField s (t.erase l) (e l) (g l)) (p l) ∧
      (∑ l ∈ t, polEnergy (a l) (totalField s (t.erase l) (e l) (g l)) (p l) =
          ∑ l ∈ t, cppEnergy (a l) s (t.erase l) (e l) (g l) ↔
        ∀ l ∈ t, p l = a l • totalField s (t.erase l) (e l) (g l)) := by
  have h := fun l (hl : l ∈ t) => core_polarization (ha l hl) s (t.erase l) (e l) (g l)
  have hle : ∀ l ∈ t, cppEnergy (a l) s (t.erase l) (e l) (g l) ≤
      polEnergy (a l) (totalField s (t.erase l) (e l) (g l)) (p l) :=
    fun l hl => (h l hl).1 (p l)
  refine ⟨Finset.sum_le_sum hle, ?_, ?_⟩
  · -- equality of the sums forces equality core by core
    intro hs l hl
    exact ((h l hl).2 (p l)).1 ((Finset.sum_eq_sum_iff_of_le hle).1 hs.symm l hl).symm
  · intro hp
    exact Finset.sum_congr rfl fun l hl => ((h l hl).2 (p l)).2 (hp l hl)
```

Now every core $l\in t$ is polarizable, with its own $a_l>0$ and its own dipole $p_l$. The vector `e l i` is the field of electron $i$ at core $l$, written $e_{li}$, and `g l c` is $g_{lc}$, the negative of the field of core $c$ at core $l$. The set `t.erase l` keeps a core from acting on itself, so

$$f_l=\sum_{i\in s}e_{li}-\sum_{c\in t,\,c\neq l}g_{lc}.$$

Let $E_l$ be the dipole energy with $a_l$ and $f_l$, and $E_{\mathrm{cpp},l}$ the corresponding double-sum expression. The theorem states

$$\sum_{l\in t}E_{\mathrm{cpp},l}\le\sum_{l\in t}E_l(p_l),$$

with equality exactly when $p_l=a_lf_l$ for all $l\in t$. The main theorem applies to each core and gives $E_{\mathrm{cpp},l}\le E_l(p_l)$, collected in `hle`, and `Finset.sum_le_sum` adds these bounds. If the sums are equal, the nonnegative differences $E_l(p_l)-E_{\mathrm{cpp},l}$ add up to zero, so each is zero, which is `Finset.sum_eq_sum_iff_of_le`, and single-core uniqueness fixes each $p_l$. The converse adds equalities. The fields $f_l$ do not depend on the dipoles, so the field of one induced dipole at another core is absent from the model, and the energy separates core by core for that reason.

## Negative polarizability

```lean
/-- For negative `a` in a nontrivial space the dipole energy is unbounded below in any
field. -/
theorem unbounded_of_neg [Nontrivial V] {a : ℝ} (ha : a < 0) (f : V) (M : ℝ) :
    ∃ p : V, polEnergy a f p < M := by
  obtain ⟨v, hv⟩ := exists_ne (0 : V)
  have hv' : ‖v‖ ≠ 0 := norm_ne_zero_iff.2 hv
  have ha0 : a ≠ 0 := ha.ne
  obtain ⟨c, hc0, hc⟩ : ∃ c : ℝ, 0 ≤ c ∧ -c < M + a / 2 * ‖f‖ ^ 2 :=
    ⟨|M + a / 2 * ‖f‖ ^ 2| + 1, by positivity,
      by linarith [neg_abs_le (M + a / 2 * ‖f‖ ^ 2)]⟩
  -- move away from `a f` along `v` until the square term equals `-c`
  have hpos : 0 ≤ -(2 * a) * c / ‖v‖ ^ 2 :=
    div_nonneg (mul_nonneg (by linarith) hc0) (sq_nonneg _)
  obtain ⟨r, hr⟩ : ∃ r : ℝ, r ^ 2 = -(2 * a) * c / ‖v‖ ^ 2 :=
    ⟨Real.sqrt _, Real.sq_sqrt hpos⟩
  refine ⟨a • f + r • v, ?_⟩
  rw [complete_square ha0, add_sub_cancel_left, norm_smul, mul_pow, Real.norm_eq_abs,
    sq_abs, hr]
  have key : -(2 * a) * c / ‖v‖ ^ 2 * ‖v‖ ^ 2 / (2 * a) = -c := by
    field_simp
  rw [key]
  linarith

end

end CorePolarization
```

The assumption `Nontrivial V` says that the space contains a nonzero vector, and `∃` means "there exists". For $a<0$, any field $f$ and any real $M$, some dipole has $E(p)<M$, so the energy is unbounded below and has no minimum. In the zero space the only dipole is $p=0$ with energy zero, which is why the assumption appears.

Take $v\neq0$ and $p=af+rv$ with $r$ real. The completed square, valid for $a\neq0$, gives

$$E(p)=\frac{r^2\|v\|^2}{2a}-\frac a2\|f\|^2 ,$$

and the first term is now nonpositive. Choose the real number $c=|M+(a/2)\|f\|^2|+1$, where $c$ follows the code and is no longer a core label. It satisfies $c\ge0$ and $-c<M+(a/2)\|f\|^2$. The quantity $-2ac/\|v\|^2$ is nonnegative because $a<0$, as `hpos` records, so it has a real square root $r$. With this $r$ the first term equals $-c$, which is `key`, and $E(p)=-c-(a/2)\|f\|^2<M$ follows by `linarith`.

```lean
#print axioms CorePolarization.core_polarization
-- 'CorePolarization.core_polarization' depends on axioms: [propext, Classical.choice, Quot.sound]
#print axioms CorePolarization.cppEnergy_split
-- 'CorePolarization.cppEnergy_split' depends on axioms: [propext, Classical.choice, Quot.sound]
#print axioms CorePolarization.many_cores
-- 'CorePolarization.many_cores' depends on axioms: [propext, Classical.choice, Quot.sound]
#print axioms CorePolarization.unbounded_of_neg
-- 'CorePolarization.unbounded_of_neg' depends on axioms: [propext, Classical.choice, Quot.sound]
```
